# Convexity of the lattice von Weizsäcker energy for nonnegative edge weights

Join two sites by one edge of weight $c\ge 0$: the localised densities $(1,0)$ and $(0,1)$ each have energy $c(\sqrt1-\sqrt0)^2=c$, while their equal mixture $(\tfrac12,\tfrac12)$ has energy $0$, which is at most the average $c$. The Lean file below proves the corresponding inequality for all nonnegative densities and any finite collection of edges with nonnegative weights, and it bounds the energy of an orbital density by the kinetic energy of its orbitals.

```lean
import Mathlib

open scoped BigOperators

namespace LatticeVonWeizsaecker

noncomputable section

variable {V E ι : Type*} [Fintype E] [Fintype ι]

/-- The unweighted term `(√a - √b)²` of one edge whose endpoints carry densities `a` and `b`. -/
def edgeTerm (a b : ℝ) : ℝ := (Real.sqrt a - Real.sqrt b) ^ 2

/-- The nonnegative densities on the sites `V`. -/
def densities (V : Type*) : Set (V → ℝ) := {ρ | ∀ x, 0 ≤ ρ x}

/-- The lattice von Weizsaecker energy: the weighted sum over edges `e`, joining `src e` to `tgt e`
with weight `w e`, of the squared difference of `√ρ` across the edge. -/
def vW (src tgt : E → V) (w : E → ℝ) (ρ : V → ℝ) : ℝ :=
  ∑ e, w e * edgeTerm (ρ (src e)) (ρ (tgt e))

/-- The lattice kinetic energy of a complex orbital: the weighted sum over edges of the
squared modulus of its difference across the edge. -/
def kinetic (src tgt : E → V) (w : E → ℝ) (φ : V → ℂ) : ℝ :=
  ∑ e, w e * ‖φ (src e) - φ (tgt e)‖ ^ 2

/-- The density `∑ nᵢ |φᵢ|²` of orbitals `φᵢ` with occupation numbers `nᵢ`. -/
def orbitalDensity (n : ι → ℝ) (φ : ι → V → ℂ) : V → ℝ :=
  fun x => ∑ i, n i * ‖φ i x‖ ^ 2

/-- The von Weizsaecker energy of a dimer: two sites joined by one edge of weight `c`. -/
def dimerVW (c : ℝ) : (Fin 2 → ℝ) → ℝ :=
  vW (fun _ : Unit => (0 : Fin 2)) (fun _ => 1) (fun _ => c)

/-- For nonnegative densities the edge term is `a + b` minus twice the geometric mean. -/
theorem edgeTerm_eq {a b : ℝ} (ha : 0 ≤ a) (hb : 0 ≤ b) :
    edgeTerm a b = a + b - 2 * (Real.sqrt a * Real.sqrt b) := by
  have h1 := Real.sq_sqrt ha
  have h2 := Real.sq_sqrt hb
  unfold edgeTerm
  linear_combination h1 + h2

/-- The nonnegative combination of geometric means is at most the geometric mean of the
combined densities. -/
theorem geomMean_sum_le (n a b : ι → ℝ) (hn : ∀ i, 0 ≤ n i) (ha : ∀ i, 0 ≤ a i)
    (hb : ∀ i, 0 ≤ b i) :
    ∑ i, n i * (Real.sqrt (a i) * Real.sqrt (b i))
      ≤ Real.sqrt (∑ i, n i * a i) * Real.sqrt (∑ i, n i * b i) := by
  have hA : 0 ≤ ∑ i, n i * a i := Finset.sum_nonneg fun i _ => mul_nonneg (hn i) (ha i)
  have e1 : ∑ i, (Real.sqrt (n i) * Real.sqrt (a i)) * (Real.sqrt (n i) * Real.sqrt (b i))
      = ∑ i, n i * (Real.sqrt (a i) * Real.sqrt (b i)) := by
    refine Finset.sum_congr rfl fun i _ => ?_
    have h := Real.mul_self_sqrt (hn i)
    linear_combination (Real.sqrt (a i) * Real.sqrt (b i)) * h
  have e2 : ∑ i, (Real.sqrt (n i) * Real.sqrt (a i)) ^ 2 = ∑ i, n i * a i := by
    refine Finset.sum_congr rfl fun i _ => ?_
    rw [mul_pow, Real.sq_sqrt (hn i), Real.sq_sqrt (ha i)]
  have e3 : ∑ i, (Real.sqrt (n i) * Real.sqrt (b i)) ^ 2 = ∑ i, n i * b i := by
    refine Finset.sum_congr rfl fun i _ => ?_
    rw [mul_pow, Real.sq_sqrt (hn i), Real.sq_sqrt (hb i)]
  -- Cauchy-Schwarz for the vectors √nᵢ √aᵢ and √nᵢ √bᵢ
  have hcs : (∑ i, n i * (Real.sqrt (a i) * Real.sqrt (b i))) ^ 2
      ≤ (∑ i, n i * a i) * ∑ i, n i * b i := by
    rw [← e1, ← e2, ← e3]
    exact Finset.sum_mul_sq_le_sq_mul_sq Finset.univ
      (fun i => Real.sqrt (n i) * Real.sqrt (a i)) (fun i => Real.sqrt (n i) * Real.sqrt (b i))
  rw [← Real.sqrt_mul hA]
  exact le_trans (le_abs_self _) (Real.abs_le_sqrt hcs)

/-- The edge term of a nonnegative combination of endpoint densities is at most the same
combination of the edge terms. -/
theorem edgeTerm_sum_le (n a b : ι → ℝ) (hn : ∀ i, 0 ≤ n i) (ha : ∀ i, 0 ≤ a i)
    (hb : ∀ i, 0 ≤ b i) :
    edgeTerm (∑ i, n i * a i) (∑ i, n i * b i) ≤ ∑ i, n i * edgeTerm (a i) (b i) := by
  have hA : 0 ≤ ∑ i, n i * a i := Finset.sum_nonneg fun i _ => mul_nonneg (hn i) (ha i)
  have hB : 0 ≤ ∑ i, n i * b i := Finset.sum_nonneg fun i _ => mul_nonneg (hn i) (hb i)
  -- the linear parts agree, only the geometric means differ
  have hsum : ∑ i, n i * edgeTerm (a i) (b i)
      = ∑ i, n i * a i + ∑ i, n i * b i
        - 2 * ∑ i, n i * (Real.sqrt (a i) * Real.sqrt (b i)) := by
    rw [Finset.mul_sum, ← Finset.sum_add_distrib, ← Finset.sum_sub_distrib]
    refine Finset.sum_congr rfl fun i _ => ?_
    rw [edgeTerm_eq (ha i) (hb i)]
    ring
  have hg := geomMean_sum_le n a b hn ha hb
  rw [edgeTerm_eq hA hB, hsum]
  linarith

/-- The map `(a, b) ↦ (√a - √b)²` is jointly convex on the nonnegative quadrant. -/
theorem edgeTerm_convexOn :
    ConvexOn ℝ (Set.Ici (0 : ℝ) ×ˢ Set.Ici (0 : ℝ)) (fun p : ℝ × ℝ => edgeTerm p.1 p.2) := by
  refine ⟨(convex_Ici 0).prod (convex_Ici 0), ?_⟩
  intro p hp q hq s t hs ht _
  have hp1 : 0 ≤ p.1 := hp.1
  have hp2 : 0 ≤ p.2 := hp.2
  have hq1 : 0 ≤ q.1 := hq.1
  have hq2 : 0 ≤ q.2 := hq.2
  -- the two-term case of the combination inequality
  have h := edgeTerm_sum_le (ι := Fin 2) ![s, t] ![p.1, q.1] ![p.2, q.2]
    (by intro i; fin_cases i <;> simp [hs, ht])
    (by intro i; fin_cases i <;> simp [hp1, hq1])
    (by intro i; fin_cases i <;> simp [hp2, hq2])
  simpa [Fin.sum_univ_two] using h

/-- With nonnegative edge weights, the lattice von Weizsaecker energy is a convex functional
on the nonnegative densities. -/
theorem vW_convexOn (src tgt : E → V) (w : E → ℝ) (hw : ∀ e, 0 ≤ w e) :
    ConvexOn ℝ (densities V) (vW src tgt w) := by
  constructor
  · intro ρ hρ σ hσ s t hs ht _
    have hρ' : ∀ x, 0 ≤ ρ x := hρ
    have hσ' : ∀ x, 0 ≤ σ x := hσ
    show ∀ x, 0 ≤ s * ρ x + t * σ x
    exact fun x => add_nonneg (mul_nonneg hs (hρ' x)) (mul_nonneg ht (hσ' x))
  · intro ρ hρ σ hσ s t hs ht hst
    have hρ' : ∀ x, 0 ≤ ρ x := hρ
    have hσ' : ∀ x, 0 ≤ σ x := hσ
    simp only [vW, Pi.add_apply, Pi.smul_apply, smul_eq_mul, Finset.mul_sum,
      ← Finset.sum_add_distrib]
    refine Finset.sum_le_sum fun e _ => ?_
    -- joint convexity on the edge `e`, multiplied by its weight
    have hp : (ρ (src e), ρ (tgt e)) ∈ Set.Ici (0 : ℝ) ×ˢ Set.Ici (0 : ℝ) := ⟨hρ' _, hρ' _⟩
    have hq : (σ (src e), σ (tgt e)) ∈ Set.Ici (0 : ℝ) ×ˢ Set.Ici (0 : ℝ) := ⟨hσ' _, hσ' _⟩
    have h := edgeTerm_convexOn.2 hp hq hs ht hst
    have h' : edgeTerm (s * ρ (src e) + t * σ (src e)) (s * ρ (tgt e) + t * σ (tgt e))
        ≤ s * edgeTerm (ρ (src e)) (ρ (tgt e)) + t * edgeTerm (σ (src e)) (σ (tgt e)) := by
      simpa using h
    exact (mul_le_mul_of_nonneg_left h' (hw e)).trans_eq (by ring)

/-- With nonnegative edge weights, the energy of a combination `∑ nᵢ ρᵢ` of nonnegative
densities with nonnegative coefficients is at most the sum over `i` of `nᵢ` times the
energy of `ρᵢ`. -/
theorem vW_sum_le (src tgt : E → V) (w : E → ℝ) (hw : ∀ e, 0 ≤ w e)
    (n : ι → ℝ) (ρ : ι → V → ℝ) (hn : ∀ i, 0 ≤ n i) (hρ : ∀ i x, 0 ≤ ρ i x) :
    vW src tgt w (fun x => ∑ i, n i * ρ i x) ≤ ∑ i, n i * vW src tgt w (ρ i) := by
  calc vW src tgt w (fun x => ∑ i, n i * ρ i x)
      = ∑ e, w e * edgeTerm (∑ i, n i * ρ i (src e)) (∑ i, n i * ρ i (tgt e)) := rfl
    _ ≤ ∑ e, w e * ∑ i, n i * edgeTerm (ρ i (src e)) (ρ i (tgt e)) :=
        Finset.sum_le_sum fun e _ => mul_le_mul_of_nonneg_left
          (edgeTerm_sum_le n (fun i => ρ i (src e)) (fun i => ρ i (tgt e)) hn
            (fun i => hρ i _) (fun i => hρ i _)) (hw e)
    _ = ∑ i, n i * vW src tgt w (ρ i) := by
        simp only [vW, Finset.mul_sum]
        rw [Finset.sum_comm]
        refine Finset.sum_congr rfl fun i _ => Finset.sum_congr rfl fun e _ => ?_
        ring

/-- With nonnegative edge weights, the von Weizsaecker energy of `|φ|²` is at most the
kinetic energy of the complex orbital `φ`. -/
theorem vW_normSq_le_kinetic (src tgt : E → V) (w : E → ℝ) (hw : ∀ e, 0 ≤ w e) (φ : V → ℂ) :
    vW src tgt w (fun x => ‖φ x‖ ^ 2) ≤ kinetic src tgt w φ := by
  -- reverse triangle inequality on a single edge
  have key : ∀ a b : ℂ, edgeTerm (‖a‖ ^ 2) (‖b‖ ^ 2) ≤ ‖a - b‖ ^ 2 := by
    intro a b
    rw [edgeTerm, Real.sqrt_sq (norm_nonneg a), Real.sqrt_sq (norm_nonneg b),
      ← sq_abs (‖a‖ - ‖b‖)]
    exact pow_le_pow_left₀ (abs_nonneg _) (abs_norm_sub_norm_le a b) 2
  simp only [vW, kinetic]
  exact Finset.sum_le_sum fun e _ => mul_le_mul_of_nonneg_left (key _ _) (hw e)

/-- For a real nonnegative orbital `f` the von Weizsaecker energy of `f²` equals the kinetic
energy of `f`. -/
theorem vW_sq_eq_kinetic (src tgt : E → V) (w : E → ℝ) (f : V → ℝ) (hf : ∀ x, 0 ≤ f x) :
    vW src tgt w (fun x => f x ^ 2) = kinetic src tgt w (fun x => (f x : ℂ)) := by
  simp only [vW, kinetic]
  refine Finset.sum_congr rfl fun e _ => ?_
  have h : edgeTerm (f (src e) ^ 2) (f (tgt e) ^ 2) = (f (src e) - f (tgt e)) ^ 2 := by
    unfold edgeTerm
    simp only [Real.sqrt_sq (hf _)]
  rw [h, ← Complex.ofReal_sub, Complex.norm_real, Real.norm_eq_abs, sq_abs]

/-- With nonnegative edge weights and occupations, the von Weizsaecker energy of the orbital
density is at most the occupation-weighted sum of the orbital kinetic energies. -/
theorem vW_orbitalDensity_le (src tgt : E → V) (w : E → ℝ) (hw : ∀ e, 0 ≤ w e)
    (n : ι → ℝ) (hn : ∀ i, 0 ≤ n i) (φ : ι → V → ℂ) :
    vW src tgt w (orbitalDensity n φ) ≤ ∑ i, n i * kinetic src tgt w (φ i) := by
  calc vW src tgt w (orbitalDensity n φ)
      ≤ ∑ i, n i * vW src tgt w (fun x => ‖φ i x‖ ^ 2) :=
        vW_sum_le src tgt w hw n (fun i x => ‖φ i x‖ ^ 2) hn (fun i x => sq_nonneg _)
    _ ≤ ∑ i, n i * kinetic src tgt w (φ i) :=
        Finset.sum_le_sum fun i _ =>
          mul_le_mul_of_nonneg_left (vW_normSq_le_kinetic src tgt w hw (φ i)) (hn i)

/-- The dimer energy is convex on the nonnegative densities exactly when its edge weight is
nonnegative. -/
theorem dimerVW_convexOn_iff (c : ℝ) :
    ConvexOn ℝ (densities (Fin 2)) (dimerVW c) ↔ 0 ≤ c := by
  constructor
  · intro h
    have hρ : (![1, 0] : Fin 2 → ℝ) ∈ densities (Fin 2) := by
      show ∀ i, 0 ≤ (![1, 0] : Fin 2 → ℝ) i
      intro i
      fin_cases i <;> simp
    have hσ : (![0, 1] : Fin 2 → ℝ) ∈ densities (Fin 2) := by
      show ∀ i, 0 ≤ (![0, 1] : Fin 2 → ℝ) i
      intro i
      fin_cases i <;> simp
    have hhalf : (0 : ℝ) ≤ 1 / 2 := by norm_num
    have h2 := h.2 hρ hσ hhalf hhalf (by norm_num)
    -- the equal mixture of the two localised densities is uniform and costs nothing
    have m : (1 / 2 : ℝ) • (![1, 0] : Fin 2 → ℝ) + (1 / 2 : ℝ) • (![0, 1] : Fin 2 → ℝ)
        = fun _ => (1 / 2 : ℝ) := by
      ext i
      fin_cases i <;> simp
    have e0 : dimerVW c (fun _ => (1 / 2 : ℝ)) = 0 := by simp [dimerVW, vW, edgeTerm]
    have e1 : dimerVW c (![1, 0] : Fin 2 → ℝ) = c := by simp [dimerVW, vW, edgeTerm]
    have e2 : dimerVW c (![0, 1] : Fin 2 → ℝ) = c := by simp [dimerVW, vW, edgeTerm]
    rw [m, e0, e1, e2] at h2
    simp only [smul_eq_mul] at h2
    linarith
  · intro hc
    exact vW_convexOn (fun _ : Unit => (0 : Fin 2)) (fun _ => 1) (fun _ => c) (fun _ => hc)

end

end LatticeVonWeizsaecker
```

```lean
#print axioms LatticeVonWeizsaecker.vW_convexOn
#print axioms LatticeVonWeizsaecker.vW_sq_eq_kinetic
#print axioms LatticeVonWeizsaecker.vW_orbitalDensity_le
#print axioms LatticeVonWeizsaecker.dimerVW_convexOn_iff
```

```
'LatticeVonWeizsaecker.vW_convexOn' depends on axioms: [propext, Classical.choice, Quot.sound]
'LatticeVonWeizsaecker.vW_sq_eq_kinetic' depends on axioms: [propext, Classical.choice, Quot.sound]
'LatticeVonWeizsaecker.vW_orbitalDensity_le' depends on axioms: [propext, Classical.choice, Quot.sound]
'LatticeVonWeizsaecker.dimerVW_convexOn_iff' depends on axioms: [propext, Classical.choice, Quot.sound]
```

## Densities, edges and orbitals

The sites form a type `V`, which may be infinite. The edges form a finite type `E`; edge $e$ joins `src e` to `tgt e` and carries a real weight $w_e$. A density is a function $\rho:V\to\mathbb R$, and `densities V` is the set of those with $\rho(x)\ge0$ at every site. With

$$f(a,b)=(\sqrt a-\sqrt b)^2,$$

which is `edgeTerm`, the energy `vW` is

$$T_W[\rho]=\sum_e w_e\,f\bigl(\rho(\mathrm{src}\,e),\rho(\mathrm{tgt}\,e)\bigr).$$

This is a finite-difference form of the continuum expression proportional to $\int|\nabla\sqrt\rho|^2$. The weights absorb the factor $\hbar^2/2m$ and the lattice spacing, and their nonnegativity says that a difference in amplitude across an edge never lowers the energy. Each bond should be listed once, since listing it in both directions doubles its contribution.

A complex orbital $\varphi:V\to\mathbb C$ has the kinetic energy

$$T[\varphi]=\sum_e w_e\,|\varphi(\mathrm{src}\,e)-\varphi(\mathrm{tgt}\,e)|^2,$$

called `kinetic`. Expanding the square gives on-site terms and a hopping term with amplitude $-w_e$; magnetic phases on the edges are not included. Orbitals $\varphi_i$ with occupations $n_i$ have the density $\sum_i n_i|\varphi_i|^2$, which is `orbitalDensity`.

## What is proved about the energy

`edgeTerm_convexOn` states that $f$ is jointly convex on the quadrant $a,b\ge0$. `vW_convexOn` states that $T_W$ is convex on `densities V` if all $w_e\ge0$. Mathlib's `ConvexOn` has two parts: the domain is convex, and for $s,t\ge0$ with $s+t=1$,

$$T_W[s\rho+t\sigma]\le s\,T_W[\rho]+t\,T_W[\sigma].$$

`vW_sum_le` extends this to finite combinations with coefficients $n_i\ge0$ that need not sum to one. They can therefore be occupation numbers as well as probabilities. `vW_orbitalDensity_le` then gives

$$T_W\Bigl[\sum_i n_i|\varphi_i|^2\Bigr]\le\sum_i n_i\,T[\varphi_i].$$

The orbitals need not be normalised or orthogonal, and the occupations have no upper limit. With nonnegative weights and occupations, the von Weizsäcker energy of the density is thus a lower bound on the kinetic energy of the orbitals. In an orbital-free calculation on the same lattice, its convexity means that this term contributes no nonconvexity to a minimisation over densities; the other energy terms need their own analysis.

## From Cauchy–Schwarz to convexity

For $a,b\ge0$, expanding the square gives

$$f(a,b)=a+b-2\sqrt a\sqrt b.$$

This is `edgeTerm_eq`. The first two terms are linear, so only the geometric mean needs an inequality.

Let $n_i,a_i,b_i\ge0$, and set $A=\sum_i n_ia_i$ and $B=\sum_i n_ib_i$. Cauchy–Schwarz for the vectors with components $\sqrt{n_i}\sqrt{a_i}$ and $\sqrt{n_i}\sqrt{b_i}$ gives

$$\Bigl(\sum_i n_i\sqrt{a_i}\sqrt{b_i}\Bigr)^2\le AB,
\qquad\text{so}\qquad
\sum_i n_i\sqrt{a_i}\sqrt{b_i}\le\sqrt A\sqrt B.$$

In `geomMean_sum_le`, the identities `e1`, `e2` and `e3` rewrite the three sums in terms of these components, `hcs` is the squared inequality, and `Real.abs_le_sqrt` takes the root. Consequently

$$f(A,B)=A+B-2\sqrt A\sqrt B
\le\sum_i n_i\bigl(a_i+b_i-2\sqrt{a_i}\sqrt{b_i}\bigr)
=\sum_i n_i f(a_i,b_i).$$

This is `edgeTerm_sum_le`: `hsum` separates the linear parts from the geometric means, and `linarith` combines the result with the previous bound. The condition $\sum_i n_i=1$ is never used. This agrees with the scaling $f(\lambda a,\lambda b)=\lambda f(a,b)$ for $\lambda\ge0$.

Two terms with coefficients $s$ and $t$ give joint convexity, which `edgeTerm_convexOn` obtains by taking `Fin 2` as the index type. For the whole lattice, apply this inequality on each edge, multiply by $w_e\ge0$ and add. The proof of `vW_convexOn` does so with `mul_le_mul_of_nonneg_left` and `Finset.sum_le_sum`. For many densities, `vW_sum_le` uses the finite-sum inequality on each edge and then exchanges the sums over $e$ and $i$.

## From densities to orbitals

For complex amplitudes $\alpha,\beta$ at the two ends of an edge, the reverse triangle inequality gives

$$f(|\alpha|^2,|\beta|^2)=(|\alpha|-|\beta|)^2\le|\alpha-\beta|^2.$$

This is `key` inside `vW_normSq_le_kinetic`. Multiplying by $w_e\ge0$ and summing over edges yields $T_W[|\varphi|^2]\le T[\varphi]$: the density has lost the phase differences that can raise the kinetic energy. If the orbital is real and nonnegative, both sides agree edge by edge, so `vW_sq_eq_kinetic` gives equality for weights of either sign.

For several orbitals, two inequalities are chained:

$$T_W\Bigl[\sum_i n_i|\varphi_i|^2\Bigr]
\le\sum_i n_i\,T_W[|\varphi_i|^2]
\le\sum_i n_i\,T[\varphi_i].$$

The `calc` block in `vW_orbitalDensity_le` has these same two steps.

## The sign of the weight on a dimer

On the dimer, `dimerVW_convexOn_iff` shows that the energy is convex exactly when $c\ge0$. One direction is the general theorem. For the other, convexity applied to the two localised densities from the opening requires

$$0=T_W[(\tfrac12,\tfrac12)]\le\tfrac12c+\tfrac12c=c.$$

In Lean, `m` identifies the mixture, `e0`, `e1` and `e2` evaluate the three energies, and `linarith` concludes. The Lean equivalence concerns a single edge. If parallel edges join the same two sites, only their total weight matters: weights $2$ and $-1$ act as one edge of weight $1$, and the energy is convex although one weight is negative. If each bond is listed once, a negative weight between two distinct sites does destroy convexity. For densities that vanish on all other sites, the remaining edges contribute only linear terms, and the dimer argument applies.
